# Circular contour quadrature at the angles π(2j+1)/N gives the energy filter 1/(1 + ((x − c)/r)^N)

The theorem `circleFilter_eq` concerns a scalar filter at a complex energy x, the average of (z_j − c)/(z_j − x) over N points z_j on a circle with centre c and radius r, at the angles π(2j+1)/N. With u = (x − c)/r, it states that this average is exactly 1/(1 + u^N). It assumes N ≥ 1, r > 0 and u^N ≠ −1, the last of which keeps x off the quadrature points. The proof uses `phase_sub_mul` to write every term over the common denominator 1 + u^N, and then sums the numerators with `sum_quotientSum`.

As first written in Lean, the proof fails:

```lean
import Mathlib

open Finset

namespace CircleFilterEq

noncomputable section

/-- The phase `exp(iπ(2j+1)/N)` of the `j`-th quadrature point, for `N ≥ 1`. -/
def phase (N j : ℕ) : ℂ := Complex.exp (Complex.I * Real.pi * (2 * j + 1) / N)

/-- The `j`-th quadrature point on the circle with centre `c` and radius `r`, for `N ≥ 1`. -/
def contourPoint (c : ℂ) (r : ℝ) (N j : ℕ) : ℂ := c + r * phase N j

/-- The `N`-point quadrature filter at the energy `x`, for `N ≥ 1` and `x` not a
quadrature point. -/
def circleFilter (c : ℂ) (r : ℝ) (N : ℕ) (x : ℂ) : ℂ :=
  (1 / (N : ℂ)) * ∑ j ∈ range N, (contourPoint c r N j - c) / (contourPoint c r N j - x)

/-- The polynomial `∑ₖ wᵏ U^(N-1-k)`, the quotient of `w^N - U^N` by `w - U`. -/
def quotientSum {A : Type*} [Ring A] [Algebra ℂ A] (N : ℕ) (w : ℂ) (U : A) : A :=
  ∑ k ∈ range N, w ^ k • U ^ (N - 1 - k)

/-- For `N ≥ 1`, every quadrature phase is an `N`-th root of `-1`. -/
theorem phase_pow {N : ℕ} (hN : N ≠ 0) (j : ℕ) : phase N j ^ N = -1 := by
  have hN' : (N : ℂ) ≠ 0 := Nat.cast_ne_zero.mpr hN
  have h : (N : ℂ) * (Complex.I * Real.pi * (2 * j + 1) / N)
      = Real.pi * Complex.I + j * (2 * Real.pi * Complex.I) := by
    field_simp
    ring
  rw [phase, ← Complex.exp_nat_mul, h, Complex.exp_add, Complex.exp_pi_mul_I,
    Complex.exp_nat_mul, Complex.exp_two_pi_mul_I, one_pow, mul_one]

/-- The `k`-th powers of the `N` quadrature phases sum to zero for `0 < k < N`. -/
theorem sum_phase_pow {N k : ℕ} (hk : 0 < k) (hkN : k < N) :
    ∑ j ∈ range N, phase N j ^ k = 0 := by
  have hζ := Complex.isPrimitiveRoot_exp N (by omega)
  have hfac : ∀ j : ℕ, phase N j
      = phase N 0 * Complex.exp (2 * Real.pi * Complex.I / N) ^ j := by
    intro j
    simp only [phase]
    rw [← Complex.exp_nat_mul, ← Complex.exp_add]
    congr 1
    push_cast
    ring
  generalize Complex.exp (2 * Real.pi * Complex.I / N) = ζ at hζ hfac
  have h1 : ζ ^ k ≠ 1 := fun h => by
    have := Nat.le_of_dvd hk ((hζ.pow_eq_one_iff_dvd k).mp h)
    omega
  have hN1 : (ζ ^ k) ^ N = 1 := by
    rw [← pow_mul, mul_comm, pow_mul, hζ.pow_eq_one, one_pow]
  -- the sum is geometric with ratio `ζ ^ k ≠ 1`
  have hgeo := geom_sum_mul (ζ ^ k) N
  rw [hN1, sub_self] at hgeo
  have hsum := (mul_eq_zero.mp hgeo).resolve_right (sub_ne_zero.mpr h1)
  calc ∑ j ∈ range N, phase N j ^ k
      = phase N 0 ^ k * ∑ j ∈ range N, (ζ ^ k) ^ j := by
        rw [Finset.mul_sum]
        refine Finset.sum_congr rfl fun j _ => ?_
        rw [hfac j]
        ring
    _ = 0 := by rw [hsum, mul_zero]

/-- For `N ≥ 1`, each factor `w_j - U` divides `1 + U^N`, with an explicit polynomial
quotient. -/
theorem phase_sub_mul {A : Type*} [Ring A] [Algebra ℂ A] {N : ℕ} (hN : N ≠ 0) (j : ℕ)
    (U : A) :
    (phase N j • (1 : A) - U) * quotientSum N (phase N j) U = -(1 + U ^ N) := by
  have hc : Commute (algebraMap ℂ A (phase N j)) U := Algebra.commutes _ U
  have h := hc.mul_geom_sum₂ N
  have hp : (algebraMap ℂ A (phase N j)) ^ N = -1 := by
    rw [← map_pow, phase_pow hN, map_neg, map_one]
  rw [hp] at h
  simp only [quotientSum, Algebra.smul_def, map_pow, mul_one]
  rw [h]
  abel

/-- For `N ≥ 1`, the quotients weighted by their phases sum over the contour to `-N`,
whatever `U` is. -/
theorem sum_quotientSum {A : Type*} [Ring A] [Algebra ℂ A] {N : ℕ} (hN : N ≠ 0) (U : A) :
    ∑ j ∈ range N, phase N j • quotientSum N (phase N j) U = (-(N : ℂ)) • (1 : A) := by
  simp only [quotientSum, Finset.smul_sum, smul_smul, ← pow_succ']
  rw [Finset.sum_comm]
  simp only [← Finset.sum_smul]
  -- only the power `k + 1 = N` survives
  rw [Finset.sum_eq_single (N - 1)]
  · have h : N - 1 + 1 = N := by omega
    simp only [h, phase_pow hN, Finset.sum_const, Finset.card_range, Nat.sub_self, pow_zero,
      nsmul_eq_mul, mul_neg, mul_one]
  · intro k hk hne
    have := Finset.mem_range.mp hk
    rw [sum_phase_pow (by omega) (by omega), zero_smul]
  · intro h
    exact absurd (Finset.mem_range.mpr (by omega)) h

/-- For `N ≥ 1`, `r > 0` and `u = (x - c)/r` with `u^N ≠ -1`, the circular quadrature
filter equals `1/(1 + u^N)`. -/
theorem circleFilter_eq {N : ℕ} (hN : N ≠ 0) {c x : ℂ} {r : ℝ} (hr : 0 < r)
    (hu : ((x - c) / r) ^ N ≠ -1) :
    circleFilter c r N x = 1 / (1 + ((x - c) / r) ^ N) := by
  have hr' : (r : ℂ) ≠ 0 := by exact_mod_cast hr.ne'
  have hx : (r : ℂ) * ((x - c) / r) = x - c := by field_simp
  generalize (x - c) / (r : ℂ) = u at hu hx ⊢
  have hD : 1 + u ^ N ≠ 0 := fun h => hu (by linear_combination h)
  have hterm : ∀ j, (contourPoint c r N j - c) / (contourPoint c r N j - x)
      = -(phase N j • quotientSum N (phase N j) u) / (1 + u ^ N) := by
    intro j
    have hq := phase_sub_mul hN j u
    simp only [smul_eq_mul, mul_one] at hq ⊢
    have hw : phase N j - u ≠ 0 := fun h0 => by
      rw [h0, zero_mul] at hq
      exact hD (by linear_combination -hq)
    have hz : contourPoint c r N j - x = r * (phase N j - u) := by
      rw [contourPoint]
      linear_combination hx
    rw [hz, div_eq_div_iff (mul_ne_zero hr' hw) hD, contourPoint]
    linear_combination (r * phase N j) * hq
  have hN' : (N : ℂ) ≠ 0 := Nat.cast_ne_zero.mpr hN
  simp only [circleFilter, hterm]
  rw [← Finset.sum_div, Finset.sum_neg_distrib, sum_quotientSum hN u, smul_eq_mul, mul_one,
    neg_neg, ← mul_div_assoc, one_div_mul_cancel hN']

end

end CircleFilterEq
```

Compiling this gives:

```
Main.lean:112:19: error: ring failed, ring expressions not equal
N : ℕ
hN : N ≠ 0
c x : ℂ
r : ℝ
hr : 0 < r
hr' : ↑r ≠ 0
u : ℂ
hu : u ^ N ≠ -1
hx : ↑r * u = x - c
hD : 1 + u ^ N ≠ 0
j : ℕ
hq : 0 = -(1 + u ^ N)
h0 : phase N j - u = 0
⊢ 2 + u ^ N * 2 = 0
```

Cause. The error is a wrong sign in the proof that `phase N j - u` is nonzero. Supposing it is zero, the rewrite turns `hq` into `0 = -(1 + u ^ N)`, and `hD` is contradicted once `1 + u ^ N = 0` is proved.

`linear_combination` subtracts the right side from the left, both in the goal and in the combination it is given, and asks `ring` to show that the two differences agree. For the goal the difference is `1 + u ^ N`. For `hq` it is also `1 + u ^ N`, since the minus sign on the right of `hq` is cancelled by the subtraction. The coefficient must therefore be +1. With `-hq` the two differences add instead of cancelling, which leaves the `2 + u ^ N * 2 = 0` of the message, and `ring` cannot prove that.

Replacing `-hq` by `hq` makes the difference vanish identically. The comment added above `hterm` is mere tidying.

After these edits no error is left:

```diff
@@ -103,4 +103,5 @@
   generalize (x - c) / (r : ℂ) = u at hu hx ⊢
   have hD : 1 + u ^ N ≠ 0 := fun h => hu (by linear_combination h)
+  -- every term acquires the common denominator `1 + u ^ N`
   have hterm : ∀ j, (contourPoint c r N j - c) / (contourPoint c r N j - x)
       = -(phase N j • quotientSum N (phase N j) u) / (1 + u ^ N) := by
@@ -110,5 +111,5 @@
     have hw : phase N j - u ≠ 0 := fun h0 => by
       rw [h0, zero_mul] at hq
-      exact hD (by linear_combination -hq)
+      exact hD (by linear_combination hq)
     have hz : contourPoint c r N j - x = r * (phase N j - u) := by
       rw [contourPoint]
```
